# For a harmonic bath with memory length K, the influence functional of a q-level system has cut rank at most q^(2K)

A cut through N time steps can be given as a position m inside the sequence, or as two lengths m and n with N = m + n. The Lean file below uses two lengths. A past is a function a from `Fin m` to a set S of values, a future is a function b from `Fin n` to S, and `Fin.append a b` is the full trajectory s. Indices start at zero, so the past holds s_0, …, s_(m−1), and b_j is s_(m+j). Each cut is then an ordinary matrix, with pasts as rows and futures as columns.

The memory condition on a pair of times is written as i ≤ j and j ≤ i + K, without subtraction. Natural-number subtraction in Lean stops at zero, so j − i ≤ K alone would also admit every pair with j earlier than i.

## The rank bound at a cut

Let S have d elements, and let I_ij(u, v) be arbitrary complex numbers for u and v in S. Define

F(s) = ∏ I_ij(s_i, s_j), over all i ≤ j ≤ i + K.

Let M be the matrix with entries M(a, b) = F(a followed by b). If K ≤ m, then

rank M ≤ d^K.

For any K, m and n,

rank M ≤ d^min(K, m, n).

K is the largest lag that is kept. Lags 0 to K all contribute, which makes K + 1 lags in total. A code that counts the equal-time term as one of its K memory steps has to shift K by one before comparing.

An influence functional is the factor by which a bath weights a pair of forward and backward system paths. Take the discretised Feynman–Vernon form for a q-level system coupled to a harmonic bath through one system operator, with the memory cut off after K steps. Each variable is then a forward-backward pair of eigenstates of that operator, so d = q² and the bound is (q²)^min(K, m, n).

## Where a simulation code meets this number

Codes that store an influence functional as a matrix product state carry one bond index per cut. The smallest exact bond dimension at a cut equals the rank of M, by standard linear algebra that is not part of the Lean file. For a q-level system coupled to a harmonic bath in this way, with the memory cut off after K steps, the bound therefore limits the bond dimension that an exact representation needs, however long the trajectory is.

For a two-level system with K = 3, a cut with ten steps on each side gives a matrix with 4^10 = 1 048 576 rows, but its rank is at most 4^3 = 64. For the influence functional with the quadratic exponent used below, the rank there is in fact at most 27, as the last of the limits at the end explains. A compression routine can still keep more singular values than these bounds allow, for example because of rounding, earlier truncations, a different convention for K or an error in the code.

## Passing through the K latest past variables

Split the product over pairs (i, j) by the side of the cut on which each time lies.

- If both times are in the past, the factors depend on a only. Call their product P(a).
- If both are in the future, they depend on b only. Call their product Q(b).
- If i is in the future and j in the past, then i > j, so there are no factors.
- If i is in the past and the later time is m + j, the condition is m + j ≤ i + K. Hence i ≥ m − K, and only the last K past variables occur.

For K ≤ m, write r(a) = (a_(m−K), …, a_(m−1)), and call the product of the last group X(r(a), b). Then

F(a followed by b) = P(a) · X(r(a), b) · Q(b).

Now let c run over all d^K configurations of K variables, and set

L(a, c) = P(a) if r(a) = c, and 0 otherwise,

R(c, b) = X(c, b) · Q(b).

In the sum over c of L(a, c) R(c, b), only c = r(a) survives, so M = L R. The rank of a product is at most the rank of its left factor, and L has d^K columns. This gives the first bound. Since M has d^m rows and d^n columns, its rank is also at most d^m and at most d^n, which gives the second.

**Multiplying ranks pair by pair.** A tempting shortcut treats each factor that crosses the cut as a matrix of rank at most d and multiplies these ranks. When both sides have at least K steps, K(K + 1)/2 pairs cross, so the result is d^(K(K+1)/2). This is true, and for K ≤ 1 it equals d^K, but for larger K it is weak: for the two-level example with K = 3 it gives 4^6 = 4096 instead of 64. The shortcut treats each crossing pair as if it carried its own copy of the past variable, whereas all pairs that start at the same past time share one.

**A case with four binary variables.** Take d = 2, K = 1 and m = n = 2. Let the equal-time factors be 1, and let each neighbouring pair contribute 2 if its values agree and 1 if they differ. With columns (s_2, s_3) in the order 00, 01, 10, 11, the rows of M are

(s_0, s_1) = 00: 8, 4, 2, 4

(s_0, s_1) = 01: 2, 1, 2, 4

(s_0, s_1) = 10: 4, 2, 1, 2

(s_0, s_1) = 11: 4, 2, 4, 8

The first row is twice the third, and the fourth is twice the second. The second and third are not proportional, so the rank is 2 = d^K. The value of s_1 fixes the direction of a row, and s_0 changes only its scale.

**A case that reaches the bound.** Take m = n = K, and let the factor for lag K be 1 if the two values agree and 0 otherwise, with all other factors equal to 1. Then F is 1 when the future repeats the past and 0 otherwise. M is the identity matrix of size d^K, and its rank is d^K.

**The influence functional.** Let x be the coupling coordinate, with one real value per system state. For an earlier pair u = (u⁺, u⁻) and a later pair v = (v⁺, v⁻), the exponent is

−(x(v⁺) − x(v⁻)) · (η x(u⁺) − η* x(u⁻)).

The influence functional is the exponential of the sum of these terms over i ≤ j ≤ i + K, with a coefficient η_ij for each pair of times. The exponential of a sum is a product of exponentials, and an omitted pair contributes exp(0) = 1. This is the product form above with d = q².

## Lean source for the bound, its sharpness and the influence functional

```lean
import Mathlib

open Matrix

namespace InfluenceFunctionalBondDimension

noncomputable section

variable {S : Type*} {m n : ℕ}

/-- The product of the pair factors `I i j (s i) (s j)` over all times `i ≤ j` that are
at most `K` steps apart. -/
def finiteMemory {N : ℕ} (K : ℕ) (I : Fin N → Fin N → S → S → ℂ) (s : Fin N → S) : ℂ :=
  ∏ i : Fin N, ∏ j : Fin N,
    if (i : ℕ) ≤ j ∧ (j : ℕ) ≤ i + K then I i j (s i) (s j) else 1

/-- The functional `F` as a matrix: rows are the first `m` variables, columns the last `n`. -/
def cutMatrix (F : (Fin (m + n) → S) → ℂ) : Matrix (Fin m → S) (Fin n → S) ℂ :=
  Matrix.of fun a b => F (Fin.append a b)

/-- The last `K` variables of a past of length `m`. -/
def recent {K : ℕ} (h : K ≤ m) (a : Fin m → S) : Fin K → S :=
  fun k => a ⟨m - K + k, by have := k.isLt; omega⟩

/-- The product of the factors that join past and future, as a function of the `K` most recent
past variables `c` and the future `b`. -/
def crossFactor (K : ℕ) (I : Fin (m + n) → Fin (m + n) → S → S → ℂ)
    (c : Fin K → S) (b : Fin n → S) : ℂ :=
  ∏ i : Fin m, ∏ j : Fin n,
    if h : m + (j : ℕ) ≤ i + K then
      I (Fin.castAdd n i) (Fin.natAdd m j)
        (c ⟨i + K - m, by have := i.isLt; omega⟩) (b j)
    else 1

/-- The functional splits into a past part, a future part, and a part that joins the future
to the `K` most recent past variables. -/
theorem finiteMemory_append {K : ℕ} (h : K ≤ m)
    (I : Fin (m + n) → Fin (m + n) → S → S → ℂ) (a : Fin m → S) (b : Fin n → S) :
    finiteMemory K I (Fin.append a b) =
      finiteMemory K (fun i j => I (Fin.castAdd n i) (Fin.castAdd n j)) a *
        crossFactor K I (recent h a) b *
        finiteMemory K (fun i j => I (Fin.natAdd m i) (Fin.natAdd m j)) b := by
  have key : ∀ A B C D P X Q : ℂ, A = P → C = X → B = 1 → D = Q →
      A * B * (C * D) = P * X * Q := by
    intro A B C D P X Q h1 h2 h3 h4
    rw [h1, h2, h3, h4]; ring
  unfold finiteMemory crossFactor recent
  simp only [Fin.prod_univ_add, Finset.prod_mul_distrib, Fin.append_left, Fin.append_right]
  refine key _ _ _ _ _ _ _ ?_ ?_ ?_ ?_
  · -- both times in the past
    rfl
  · -- past-future pairs reach back at most `K` steps
    refine Finset.prod_congr rfl fun i _ => Finset.prod_congr rfl fun j _ => ?_
    have hi := i.isLt
    by_cases hc : m + (j : ℕ) ≤ i + K
    · refine Eq.trans (if_pos ?_) (Eq.trans ?_ (dif_pos hc).symm)
      · exact ⟨show (i : ℕ) ≤ m + j by omega, hc⟩
      · have e : i = ⟨m - K + (i + K - m), by omega⟩ :=
          Fin.ext (show (i : ℕ) = m - K + (i + K - m) by omega)
        exact congrArg (fun x => I (Fin.castAdd n i) (Fin.natAdd m j) (a x) (b j)) e
    · rw [dif_neg hc]
      refine if_neg ?_
      exact fun h' => hc h'.2
  · -- no factor has its earlier time in the future and its later time in the past
    refine Finset.prod_eq_one fun i _ => Finset.prod_eq_one fun j _ => if_neg ?_
    intro hc
    have h1 : m + (i : ℕ) ≤ j := hc.1
    have h2 := j.isLt
    omega
  · -- both times in the future
    refine Finset.prod_congr rfl fun i _ => Finset.prod_congr rfl fun j _ => ?_
    refine if_congr ?_ rfl rfl
    show (m + (i : ℕ) ≤ m + j ∧ m + (j : ℕ) ≤ m + i + K) ↔ ((i : ℕ) ≤ j ∧ (j : ℕ) ≤ i + K)
    omega

/-- The cut matrix is a product of two matrices whose shared index runs over the
configurations of `K` variables. -/
theorem cutMatrix_eq_mul [Fintype S] [DecidableEq S] {K : ℕ} (h : K ≤ m)
    (I : Fin (m + n) → Fin (m + n) → S → S → ℂ) :
    cutMatrix (finiteMemory K I) =
      (Matrix.of fun (a : Fin m → S) (c : Fin K → S) => if recent h a = c then
        finiteMemory K (fun i j => I (Fin.castAdd n i) (Fin.castAdd n j)) a else 0) *
      (Matrix.of fun (c : Fin K → S) (b : Fin n → S) => crossFactor K I c b *
        finiteMemory K (fun i j => I (Fin.natAdd m i) (Fin.natAdd m j)) b) := by
  ext a b
  simp only [cutMatrix, Matrix.of_apply, Matrix.mul_apply, ite_mul, zero_mul,
    Finset.sum_ite_eq, Finset.mem_univ, if_true]
  rw [finiteMemory_append h, mul_assoc]

/-- If the past is at least as long as the memory `K`, the cut matrix has rank at most `d ^ K`,
where `d` is the number of values of each variable. -/
theorem rank_cut_le_memory [Fintype S] {K : ℕ} (h : K ≤ m)
    (I : Fin (m + n) → Fin (m + n) → S → S → ℂ) :
    (cutMatrix (finiteMemory K I)).rank ≤ Fintype.card S ^ K := by
  classical
  rw [cutMatrix_eq_mul h]
  exact (Matrix.rank_mul_le_left _ _).trans
    ((Matrix.rank_le_card_width _).trans_eq (by simp))

/-- At every cut the rank is at most `d` to the power of the smallest of the memory length,
the length of the past and the length of the future. -/
theorem rank_cut_le [Fintype S] (K : ℕ) (I : Fin (m + n) → Fin (m + n) → S → S → ℂ) :
    (cutMatrix (finiteMemory K I)).rank ≤ Fintype.card S ^ min K (min m n) := by
  classical
  rcases min_choice K (min m n) with h | h
  · have hK : K ≤ m := by omega
    rw [h]
    exact rank_cut_le_memory hK I
  · rw [h]
    rcases min_choice m n with h' | h'
    · rw [h']
      exact (Matrix.rank_le_card_height _).trans_eq (by simp)
    · rw [h']
      exact (Matrix.rank_le_card_width _).trans_eq (by simp)

/-- Pair factors that force each variable to equal the one `K` steps earlier. -/
def copyCoupling [DecidableEq S] (K : ℕ) : Fin (K + K) → Fin (K + K) → S → S → ℂ :=
  fun i j x y => if (j : ℕ) = i + K then (if x = y then 1 else 0) else 1

/-- For `2K` variables cut in the middle, the copying factors give the identity matrix. -/
theorem cutMatrix_copyCoupling [DecidableEq S] (K : ℕ) :
    cutMatrix (finiteMemory K (copyCoupling (S := S) K)) = 1 := by
  ext a b
  show finiteMemory K (copyCoupling K) (Fin.append a b) = _
  unfold finiteMemory
  by_cases hab : a = b
  · subst hab
    rw [Matrix.one_apply_eq]
    refine Finset.prod_eq_one fun i _ => Finset.prod_eq_one fun j _ => ?_
    by_cases hj : (j : ℕ) = i + K
    · have hi : (i : ℕ) < K := by have := j.isLt; omega
      have e1 : Fin.castAdd K ⟨i, hi⟩ = i := Fin.ext rfl
      have e2 : Fin.natAdd K ⟨i, hi⟩ = j := Fin.ext (show K + (i : ℕ) = j by omega)
      have hs : Fin.append a a i = Fin.append a a j := by
        have h1 := Fin.append_left a a ⟨i, hi⟩
        have h2 := Fin.append_right a a ⟨i, hi⟩
        rw [e1] at h1
        rw [e2] at h2
        exact h1.trans h2.symm
      simp [copyCoupling, hj, hs]
    · simp [copyCoupling, hj]
  · -- one mismatched pair makes the whole product vanish
    rw [Matrix.one_apply_ne hab]
    obtain ⟨k, hk⟩ := Function.ne_iff.mp hab
    refine Finset.prod_eq_zero (Finset.mem_univ (Fin.castAdd K k)) ?_
    refine Finset.prod_eq_zero (Finset.mem_univ (Fin.natAdd K k)) ?_
    simp only [Fin.append_left, Fin.append_right, copyCoupling]
    refine Eq.trans (if_pos ?_) (Eq.trans (if_pos ?_) (if_neg hk))
    · exact ⟨show (k : ℕ) ≤ K + k by omega, show K + (k : ℕ) ≤ k + K by omega⟩
    · show K + (k : ℕ) = k + K
      omega

/-- The bound `d ^ K` is attained by the copying factors. -/
theorem rank_copyCoupling [Fintype S] [DecidableEq S] (K : ℕ) :
    (cutMatrix (finiteMemory K (copyCoupling (S := S) K))).rank = Fintype.card S ^ K := by
  rw [cutMatrix_copyCoupling, Matrix.rank_one]
  simp

/-- The Feynman–Vernon exponent for a pair of times with coefficient `η`; `u` is the earlier and
`v` the later forward-backward pair of states, and `x` is the coupling coordinate. -/
def pairExponent {q : ℕ} (x : Fin q → ℝ) (η : ℂ) (u v : Fin q × Fin q) : ℂ :=
  -(((x v.1 : ℂ) - x v.2) * (η * x u.1 - star η * x u.2))

/-- The discretised Feynman–Vernon influence functional with memory cut off after `K` steps. -/
def influenceFunctional {q N : ℕ} (K : ℕ) (x : Fin q → ℝ) (η : Fin N → Fin N → ℂ)
    (s : Fin N → Fin q × Fin q) : ℂ :=
  Complex.exp (∑ i : Fin N, ∑ j : Fin N, if (i : ℕ) ≤ j ∧ (j : ℕ) ≤ i + K then
    pairExponent x (η i j) (s i) (s j) else 0)

/-- The influence functional is a product of pair factors of finite memory. -/
theorem influenceFunctional_eq {q N : ℕ} (K : ℕ) (x : Fin q → ℝ) (η : Fin N → Fin N → ℂ) :
    influenceFunctional K x η =
      finiteMemory K (fun i j u v => Complex.exp (pairExponent x (η i j) u v)) := by
  funext s
  unfold influenceFunctional finiteMemory
  rw [Complex.exp_sum]
  refine Finset.prod_congr rfl fun i _ => ?_
  rw [Complex.exp_sum]
  refine Finset.prod_congr rfl fun j _ => ?_
  split_ifs
  · rfl
  · exact Complex.exp_zero

/-- For a `q`-level system the influence functional has rank at most `(q ^ 2) ^ min K (min m n)`
at the cut between the first `m` and the last `n` time steps. -/
theorem rank_influenceFunctional_le {q : ℕ} (K : ℕ) (x : Fin q → ℝ)
    (η : Fin (m + n) → Fin (m + n) → ℂ) :
    (cutMatrix (influenceFunctional K x η)).rank ≤ (q ^ 2) ^ min K (min m n) := by
  rw [influenceFunctional_eq]
  have h := rank_cut_le K
    (fun (i j : Fin (m + n)) u v => Complex.exp (pairExponent x (η i j) u v))
  rwa [Fintype.card_prod, Fintype.card_fin, ← pow_two] at h

end

end InfluenceFunctionalBondDimension
```

```lean
#print axioms InfluenceFunctionalBondDimension.rank_copyCoupling
-- 'InfluenceFunctionalBondDimension.rank_copyCoupling' depends on axioms: [propext, Classical.choice, Quot.sound]
#print axioms InfluenceFunctionalBondDimension.rank_influenceFunctional_le
-- 'InfluenceFunctionalBondDimension.rank_influenceFunctional_le' depends on axioms: [propext, Classical.choice, Quot.sound]
```

## How the lemmas follow the derivation, and how far they reach

`finiteMemory` is F, `cutMatrix` is M, `recent` is r, and `crossFactor` is X. The type `S` is any finite type, and `Fintype.card S` is d.

`finiteMemory_append` carries the physical content. It splits both products at the cut with `Fin.prod_univ_add`, and the local statement `key` puts the four blocks in the order P, X, Q. The four bullets of its proof treat past-past, past-future, future-past and future-future pairs. In the second, `omega` checks the index arithmetic which shows that every past time within reach of the future is among the last K.

`cutMatrix_eq_mul` is M = L R, with the sum over c collapsed by `Finset.sum_ite_eq`. `rank_cut_le_memory` combines `Matrix.rank_mul_le_left` with the column count of L. `rank_cut_le` asks which of K, m and n is the smallest and uses the memory bound, the number of rows or the number of columns.

`cutMatrix_copyCoupling` proves the identity matrix for the copying factors: if past and future agree, every factor is 1, and if they differ somewhere, one factor is 0. `rank_copyCoupling` then reads off the rank. `influenceFunctional_eq` turns the exponential into a product by two uses of `Complex.exp_sum`, and `rank_influenceFunctional_le` applies the general bound.

The bounds hold for arbitrary complex factors, with no symmetry, positivity or stationarity in time. They include the smallest cases: for K = 0 the functional is a product of single-variable factors and the rank is at most 1, and an empty side of the cut also gives rank at most 1.

Several limits matter when the result is applied:

- The memory cutoff is assumed. It stands for bath correlations that have become negligible after K time steps, and the theorems do not estimate the error of dropping the rest.
- The coefficients η_ij are arbitrary complex numbers that absorb the time step and ħ. They are not derived from a spectral density or a temperature. The quadratic exponent stands for a harmonic bath that starts in thermal equilibrium, uncorrelated with the system, and whose coordinates couple linearly to a system operator that is diagonal in the chosen states.
- The rank is exact. The number of singular values above a chosen tolerance can be much smaller, and the theorems do not predict it.
- Sharpness is proved for the copying factors, which take the value 0 when K ≥ 1 and d ≥ 2. An exponential is never zero, so this example does not show that an influence functional reaches the bound. In fact the rank of the influence functional never reaches q^(2K) when K ≥ 1 and q ≥ 2. Across the cut, a later pair v enters only through x(v⁺) − x(v⁻), which is 0 for all q pairs with v⁺ = v⁻ and so takes at most q² − q + 1 values. Only the first min(K, n) future variables are joined to the past, and all other factors merely rescale rows and columns, so the rank is at most (q² − q + 1)^min(K, n). For q = 2, K = 3 and n = 10 this is 27. This sharper bound is not part of the Lean file.
